# Adjacent lattice planes lie $2\pi/\lVert G\rVert$ apart when the indices of $G$ have gcd 1

Let $a_1,\dots,a_d$ be a basis of $\mathbb R^d$, $d\ge 1$, with dual basis $b_1,\dots,b_d$, so that $a_i\cdot b_j=2\pi\delta_{ij}$. Take $G=\sum_i n_i b_i$ with integers $n_i$ whose greatest common divisor is 1. Then $G\cdot R$ takes exactly the values $2\pi k$, $k\in\mathbb Z$, as $R$ runs over the lattice, and adjacent planes $G\cdot x=2\pi k$ are $2\pi/\lVert G\rVert$ apart.

I use this whenever I index planes, but I would like to see the whole argument, including why every multiple of $2\pi$ really occurs. Can it be made rigorous and checked by machine in Lean 4 with Mathlib?

## Every multiple of $2\pi$ occurs, and the spacing follows

Yes. The theorem `lattice_plane_spacing` below proves both claims for any two finite families of vectors in a real inner product space that satisfy the duality relation, which includes a basis of $\mathbb R^d$ and its dual.

**The values of $G\cdot R$.** Write a lattice vector as $R=\sum_j m_j a_j$ with integers $m_j$. Duality removes the cross terms:

$$G\cdot R=\sum_{i,j} n_i m_j\, b_i\cdot a_j=2\pi\sum_i n_i m_i .$$

Let $g$ be the greatest common divisor of the $n_i$. It divides every term of the last sum, so $G\cdot R$ is always an integer multiple of $2\pi g$.

For the converse we need integers $m_i$ with $\sum_i n_i m_i=g$. Build them one index at a time. For no indices, the sum and the gcd are both 0. Suppose that $\sum_{i\in s} n_i m_i=g_s$, where $g_s$ is the gcd over a set $s$ of indices, and add a new index $j$. Bézout's identity for two integers gives $u,v$ with

$$n_j u+g_s v=\gcd(n_j,g_s).$$

Multiplying the old coefficients by $v$ and giving $n_j$ the coefficient $u$ produces the gcd over the larger set. Once all indices are included, multiplying every $m_i$ by an integer $k$ gives $G\cdot R=2\pi gk$. The values are therefore exactly $2\pi g\,\mathbb Z$, and for $g=1$ they are $2\pi\mathbb Z$.

Conversely, if the values fill $2\pi\mathbb Z$, then $2\pi$ is among them. Some $m$ satisfies $\sum_i n_i m_i=1$, any common divisor of the $n_i$ divides 1, and so $g=1$.

**The distance.** When $g=1$, some lattice vector has $G\cdot R=2\pi$, so $G\neq 0$. Take a point $x$ with $G\cdot x=2\pi k$ and move along the normal to

$$x'=x+\frac{2\pi}{\lVert G\rVert^2}\,G .$$

Then $G\cdot x'=2\pi k+2\pi=2\pi(k+1)$, so $x'$ lies in the next plane, at distance $2\pi/\lVert G\rVert$ from $x$. No point $y$ of that plane is closer, because the Cauchy–Schwarz inequality gives

$$2\pi=G\cdot(y-x)\le\lVert G\rVert\,\lVert y-x\rVert .$$

**One dimension.** For $d=1$, gcd 1 means $n_1=\pm1$, so $G=\pm 2\pi/a_1$. The "planes" are the lattice points themselves, and their spacing is $2\pi/|G|=|a_1|$. With $n_1=2$ the condition $G\cdot x=2\pi k$ would also select the midpoints between lattice points, while $G\cdot R$ would take only the values $4\pi k$.

**The simple cubic lattice.** Let $a_i=A e_i$ and $b_i=(2\pi/A)e_i$ with $e_i$ orthonormal and $A>0$. The lattice vector with the same indices as $G$ is parallel to it: $\sum_i n_i a_i=\frac{A^2}{2\pi}G$. Taking the product with $G$ gives

$$\frac{A^2}{2\pi}\lVert G\rVert^2=2\pi\sum_i n_i^2,\qquad\text{hence}\qquad \frac{2\pi}{\lVert G\rVert}=\frac{A}{\sqrt{\sum_i n_i^2}}$$

for indices that are not all zero.

Here is the complete file.

```lean
import Mathlib

open scoped Real

namespace LatticePlaneSpacing

noncomputable section

variable {ι V : Type*} [Fintype ι] [DecidableEq ι]
  [NormedAddCommGroup V] [InnerProductSpace ℝ V]

/-- The direct vectors `a i` and reciprocal vectors `b j` satisfy `a i · b j = 2π δ_ij`. -/
def DualFamilies (a b : ι → V) : Prop :=
  ∀ i j, inner ℝ (a i) (b j) = if i = j then 2 * π else 0

omit [DecidableEq ι] in
/-- The integer combination `∑ m_i v_i` of the vectors `v_i`. -/
def intComb (v : ι → V) (m : ι → ℤ) : V := ∑ i, (m i : ℝ) • v i

/-- The plane of all points `x` with `G · x = 2π k`. -/
def latticePlane (G : V) (k : ℤ) : Set V := {x | inner ℝ G x = 2 * π * k}

/-- The product of a reciprocal vector with indices `n` and a lattice vector with
coordinates `m` is `2π ∑ n_i m_i`. -/
theorem inner_intComb {a b : ι → V} (h : DualFamilies a b) (n m : ι → ℤ) :
    inner ℝ (intComb b n) (intComb a m) = 2 * π * ((∑ i, n i * m i : ℤ) : ℝ) := by
  have hba : ∀ i j, inner ℝ (b i) (a j) = if j = i then 2 * π else 0 := by
    intro i j
    rw [real_inner_comm]
    exact h j i
  simp only [intComb, sum_inner, inner_sum, real_inner_smul_left, real_inner_smul_right,
    hba, mul_ite, mul_zero, Finset.sum_ite_eq, Finset.mem_univ, if_true]
  push_cast
  rw [Finset.mul_sum]
  refine Finset.sum_congr rfl fun i _ => ?_
  ring

omit [Fintype ι] in
/-- The greatest common divisor of finitely many integers is an integer combination of them. -/
theorem exists_sum_eq_gcd (n : ι → ℤ) (s : Finset ι) :
    ∃ m : ι → ℤ, ∑ i ∈ s, n i * m i = s.gcd n := by
  induction s using Finset.induction_on with
  | empty => exact ⟨0, by simp⟩
  | insert j s hj ih =>
    obtain ⟨m, hm⟩ := ih
    -- combine the new integer with the old combination by the two-term identity
    refine ⟨fun i => if i = j then Int.gcdA (n j) (s.gcd n)
      else m i * Int.gcdB (n j) (s.gcd n), ?_⟩
    have hs : ∑ i ∈ s, n i * (if i = j then Int.gcdA (n j) (s.gcd n)
        else m i * Int.gcdB (n j) (s.gcd n)) = s.gcd n * Int.gcdB (n j) (s.gcd n) := by
      conv_rhs => rw [← hm]
      rw [Finset.sum_mul]
      refine Finset.sum_congr rfl fun i hi => ?_
      have hij : i ≠ j := fun e => hj (e ▸ hi)
      rw [if_neg hij, hm]
      ring
    rw [Finset.sum_insert hj, hs]
    beta_reduce
    rw [if_pos rfl, Finset.gcd_insert, ← Int.coe_gcd, Int.gcd_eq_gcd_ab]

omit [DecidableEq ι] in
/-- Integers with an integer combination equal to one have greatest common divisor one. -/
theorem gcd_eq_one_of_sum {n m : ι → ℤ} (h : ∑ i, n i * m i = 1) :
    Finset.univ.gcd n = 1 := by
  have hd : Finset.univ.gcd n ∣ 1 := by
    rw [← h]
    exact Finset.dvd_sum fun i hi => Dvd.dvd.mul_right (Finset.gcd_dvd hi) _
  rw [← Finset.normalize_gcd, normalize_eq_one]
  exact isUnit_of_dvd_one hd

/-- On the lattice, `G · R` takes exactly the values `2π g k` with `k` an integer, where `g`
is the greatest common divisor of the indices of `G`. -/
theorem range_inner_lattice {a b : ι → V} (h : DualFamilies a b) (n : ι → ℤ) :
    Set.range (fun m : ι → ℤ => inner ℝ (intComb b n) (intComb a m)) =
      Set.range (fun k : ℤ => 2 * π * ((Finset.univ.gcd n * k : ℤ) : ℝ)) := by
  ext y
  constructor
  · rintro ⟨m, rfl⟩
    have hd : Finset.univ.gcd n ∣ ∑ i, n i * m i :=
      Finset.dvd_sum fun i hi => Dvd.dvd.mul_right (Finset.gcd_dvd hi) _
    obtain ⟨k, hk⟩ := hd
    exact ⟨k, by simp only [inner_intComb h, hk]⟩
  · rintro ⟨k, rfl⟩
    obtain ⟨m, hm⟩ := exists_sum_eq_gcd n Finset.univ
    refine ⟨fun i => m i * k, ?_⟩
    have hk : ∑ i, n i * (m i * k) = Finset.univ.gcd n * k := by
      rw [← hm, Finset.sum_mul]
      exact Finset.sum_congr rfl fun i _ => by ring
    simp only [inner_intComb h, hk]

/-- The values of `G · R` on the lattice are exactly the integer multiples of `2π` if and only
if the indices of `G` have greatest common divisor one. -/
theorem range_eq_iff_gcd_eq_one {a b : ι → V} (h : DualFamilies a b) (n : ι → ℤ) :
    Set.range (fun m : ι → ℤ => inner ℝ (intComb b n) (intComb a m)) =
      Set.range (fun k : ℤ => 2 * π * (k : ℝ)) ↔ Finset.univ.gcd n = 1 := by
  constructor
  · intro hr
    have h1 : 2 * π * ((1 : ℤ) : ℝ) ∈ Set.range (fun k : ℤ => 2 * π * (k : ℝ)) := ⟨1, rfl⟩
    rw [← hr] at h1
    obtain ⟨m, hm⟩ := h1
    simp only [inner_intComb h] at hm
    have h2 := mul_left_cancel₀ Real.two_pi_pos.ne' hm
    exact gcd_eq_one_of_sum (m := m) (by exact_mod_cast h2)
  · intro hg
    rw [range_inner_lattice h, hg]
    simp only [one_mul]

/-- For `G ≠ 0`, the distance from `x` to the plane `G · y = c`, times the length of `G`, is `|c - G
· x|`. -/
theorem infDist_plane_mul_norm {G : V} (hG : G ≠ 0) (x : V) (c : ℝ) :
    Metric.infDist x {y | inner ℝ G y = c} * ‖G‖ = |c - inner ℝ G x| := by
  have hp : 0 < ‖G‖ := norm_pos_iff.mpr hG
  -- the foot of the perpendicular from `x`
  have hmem : x + ((c - inner ℝ G x) / ‖G‖ ^ 2) • G ∈ {y | inner ℝ G y = c} := by
    change inner ℝ G (x + ((c - inner ℝ G x) / ‖G‖ ^ 2) • G) = c
    rw [inner_add_right, real_inner_smul_right, real_inner_self_eq_norm_sq,
      div_mul_cancel₀ _ (pow_pos hp 2).ne']
    ring
  apply le_antisymm
  · have h1 := Metric.infDist_le_dist_of_mem (x := x) hmem
    rw [dist_eq_norm, sub_add_cancel_left, norm_neg, norm_smul, Real.norm_eq_abs, abs_div,
      abs_of_pos (pow_pos hp 2)] at h1
    calc _ ≤ |c - inner ℝ G x| / ‖G‖ ^ 2 * ‖G‖ * ‖G‖ := by gcongr
      _ = |c - inner ℝ G x| := by field_simp
  · -- no point of the plane is closer, by Cauchy-Schwarz
    rw [← div_le_iff₀ hp]
    refine (Metric.le_infDist ⟨_, hmem⟩).2 fun y hy => ?_
    have hy' : inner ℝ G y = c := hy
    rw [div_le_iff₀ hp, dist_comm, dist_eq_norm, ← hy', ← inner_sub_right, mul_comm]
    exact abs_real_inner_le_norm G (y - x)

/-- For `G ≠ 0`, the distance from a point of the plane `G · x = 2πk` to the plane
`G · x = 2π(k+1)`, times the length of `G`, is `2π`. -/
theorem adjacent_mul_norm {G : V} (hG : G ≠ 0) {k : ℤ} {x : V} (hx : x ∈ latticePlane G k) :
    Metric.infDist x (latticePlane G (k + 1)) * ‖G‖ = 2 * π := by
  have hx' : inner ℝ G x = 2 * π * k := hx
  have h1 := infDist_plane_mul_norm hG x (2 * π * ((k + 1 : ℤ) : ℝ))
  have h2 : 2 * π * ((k + 1 : ℤ) : ℝ) - 2 * π * k = 2 * π := by
    push_cast
    ring
  rw [hx', h2, abs_of_pos Real.two_pi_pos] at h1
  exact h1

/-- If the indices of `G` have greatest common divisor one, then `G · R` takes exactly the
values `2πk` on the lattice, and adjacent planes lie `2π/‖G‖` apart. -/
theorem lattice_plane_spacing {a b : ι → V} (h : DualFamilies a b) {n : ι → ℤ}
    (hn : Finset.univ.gcd n = 1) :
    Set.range (fun m : ι → ℤ => inner ℝ (intComb b n) (intComb a m)) =
      Set.range (fun k : ℤ => 2 * π * (k : ℝ)) ∧
    ∀ k : ℤ, ∀ x ∈ latticePlane (intComb b n) k,
      Metric.infDist x (latticePlane (intComb b n) (k + 1)) = 2 * π / ‖intComb b n‖ := by
  refine ⟨(range_eq_iff_gcd_eq_one h n).2 hn, fun k x hx => ?_⟩
  -- `G` is nonzero because some lattice vector has `G · R = 2π`
  have hG : intComb b n ≠ 0 := by
    intro h0
    obtain ⟨m, hm⟩ := exists_sum_eq_gcd n Finset.univ
    have h1 := inner_intComb h n m
    rw [h0, inner_zero_left, hm, hn, Int.cast_one, mul_one] at h1
    exact Real.two_pi_pos.ne h1
  rw [eq_div_iff (norm_ne_zero_iff.mpr hG)]
  exact adjacent_mul_norm hG hx

/-- For reciprocal vectors `(2π/A) e_i` with `e_i` orthonormal and `A > 0`, and for indices `n_i`
that are not all zero, the distance between the planes `G · x = 2πk` and `G · x = 2π(k+1)`, times
`√(∑ n_i²)`, is `A`. -/
theorem cubic_spacing {e : ι → V} (he : Orthonormal ℝ e) {A : ℝ} (hA : 0 < A)
    {n : ι → ℤ} (hn : n ≠ 0) {k : ℤ} {x : V}
    (hx : x ∈ latticePlane (intComb (fun i => (2 * π / A) • e i) n) k) :
    Metric.infDist x (latticePlane (intComb (fun i => (2 * π / A) • e i) n) (k + 1)) *
      Real.sqrt (∑ i, (n i : ℝ) ^ 2) = A := by
  have hpi := Real.pi_pos
  have hS : 0 < ∑ i, (n i : ℝ) ^ 2 := by
    obtain ⟨i, hi⟩ := Function.ne_iff.mp hn
    have hi' : (n i : ℝ) ≠ 0 := by exact_mod_cast hi
    exact Finset.sum_pos' (fun j _ => sq_nonneg _) ⟨i, Finset.mem_univ i, by positivity⟩
  have hd : DualFamilies (fun i => A • e i) (fun i => (2 * π / A) • e i) := by
    intro i j
    simp only [real_inner_smul_left, real_inner_smul_right, orthonormal_iff_ite.mp he i j]
    split_ifs
    · field_simp
    · simp
  have hpar : intComb (fun i => A • e i) n =
      (A ^ 2 / (2 * π)) • intComb (fun i => (2 * π / A) • e i) n := by
    simp only [intComb, Finset.smul_sum, smul_smul]
    refine Finset.sum_congr rfl fun i _ => ?_
    congr 1
    field_simp
  -- the length of `G` from its product with the parallel lattice vector
  have h1 := inner_intComb hd n n
  rw [hpar, real_inner_smul_right, real_inner_self_eq_norm_sq] at h1
  push_cast at h1
  simp only [← pow_two] at h1
  generalize intComb (fun i => (2 * π / A) • e i) n = G at *
  have h2 : A ^ 2 * ‖G‖ ^ 2 = (2 * π) ^ 2 * ∑ i, (n i : ℝ) ^ 2 := by
    have h3 : A ^ 2 * ‖G‖ ^ 2 = 2 * π * (A ^ 2 / (2 * π) * ‖G‖ ^ 2) := by field_simp
    rw [h3, h1]
    ring
  have hG : G ≠ 0 := by
    rintro rfl
    have h4 : 0 < (2 * π) ^ 2 * ∑ i, (n i : ℝ) ^ 2 := by positivity
    rw [← h2] at h4
    simp at h4
  have h5 := adjacent_mul_norm hG hx
  have hG2 : ‖G‖ ^ 2 ≠ 0 := pow_ne_zero 2 (norm_ne_zero_iff.mpr hG)
  refine (sq_eq_sq₀ (mul_nonneg Metric.infDist_nonneg (Real.sqrt_nonneg _)) hA.le).mp ?_
  rw [mul_pow, Real.sq_sqrt hS.le]
  apply mul_right_cancel₀ hG2
  rw [h2, ← h5]
  ring

/-- The planar basis vectors `(1,0)`, `(1,2)` have reciprocal vectors `(2π,-π)`, `(0,π)`, and the
indices `(2,3)` have greatest common divisor one. -/
theorem lattice_plane_spacing_witness :
    DualFamilies (V := EuclideanSpace ℝ (Fin 2))
      ![!₂[(1 : ℝ), 0], !₂[(1 : ℝ), 2]] ![!₂[2 * π, -π], !₂[0, π]] ∧
    Finset.univ.gcd (![2, 3] : Fin 2 → ℤ) = 1 := by
  constructor
  · intro i j
    fin_cases i <;> fin_cases j <;>
      simp [PiLp.inner_apply, Fin.sum_univ_two] <;> ring
  · exact gcd_eq_one_of_sum (m := ![-1, 1]) (by simp [Fin.sum_univ_two])

end

end LatticePlaneSpacing
```

```lean
#print axioms LatticePlaneSpacing.lattice_plane_spacing
#print axioms LatticePlaneSpacing.cubic_spacing
```

```
'LatticePlaneSpacing.lattice_plane_spacing' depends on axioms: [propext, Classical.choice, Quot.sound]
'LatticePlaneSpacing.cubic_spacing' depends on axioms: [propext, Classical.choice, Quot.sound]
```

## How the Lean statement describes the crystal

The type `ι` labels the lattice directions, and `V` is the space that contains the crystal. The families `a` and `b` hold the direct and reciprocal vectors. `DualFamilies a b` is the relation $a_i\cdot b_j=2\pi\delta_{ij}$, which fixes the convention with the factor $2\pi$ in the reciprocal vectors.

`intComb b n` is $G$ and `intComb a m` is $R$, with integer indices `n` and `m`. `latticePlane G k` is the set of all $x$ in `V` with $G\cdot x=2\pi k$. The hypothesis `Finset.univ.gcd n = 1` says that the indices have no common factor when taken together; they need not be pairwise coprime. It also excludes an empty set of directions, whose gcd is 0.

The conclusion of `lattice_plane_spacing` has two parts:

- The set of values of $G\cdot R$, over all integer `m`, equals the set of all $2\pi k$ with $k$ an integer. Every plane of the family thus contains a lattice point, and no lattice point lies between two neighbouring planes.
- For every integer $k$ and every point $x$ of plane $k$, the distance from $x$ to plane $k+1$ is $2\pi/\lVert G\rVert$. Here `Metric.infDist` is the infimum of the distances from $x$ to the points of the plane.

The duality relation is assumed, and the file does not construct the dual of a given basis. The families also need not span `V`, so a layer that is periodic in two directions of three-dimensional space is included, with whichever reciprocal vectors satisfy the relation.

The lattice consists of all integer combinations of the `a i`, so these must be primitive vectors. For a centred lattice, indices that refer to the conventional cell first have to be converted to a primitive basis and scaled to integers with gcd 1. In a slab model of a surface, the result gives the distance between successive atomic layers for an ideal, unrelaxed crystal with one atom per primitive cell.

## How the lemmas follow the derivation

`inner_intComb` proves $G\cdot R=2\pi\sum_i n_i m_i$. It first turns the duality relation round by symmetry of the inner product; `simp` then expands both sums and collapses the Kronecker delta.

`exists_sum_eq_gcd` is the induction for Bézout's identity. `Int.gcdA` and `Int.gcdB` are the coefficients $u$ and $v$, and the new combination is defined by cases: $u$ at the new index and the old coefficient times $v$ elsewhere. `gcd_eq_one_of_sum` is the opposite step, from a combination equal to 1 to gcd 1.

`range_inner_lattice` proves that the values are exactly $2\pi g\,\mathbb Z$, with one inclusion from divisibility and the other from the scaled Bézout combination. `range_eq_iff_gcd_eq_one` then shows that they fill $2\pi\mathbb Z$ if and only if $g=1$.

The geometry is in `infDist_plane_mul_norm`, which treats a general plane $G\cdot y=c$ with $G\ne0$ and proves that the distance from $x$ times $\lVert G\rVert$ is $|c-G\cdot x|$. The term `hmem` says that the foot of the perpendicular lies in the plane. After `le_antisymm` splits the equality into two inequalities, the foot gives the upper bound and `abs_real_inner_le_norm`, the Cauchy–Schwarz inequality, gives the lower one. `adjacent_mul_norm` puts in the values $2\pi k$ and $2\pi(k+1)$, whose difference is $2\pi$.

The main theorem joins the two halves. It derives $G\ne0$ by contradiction: if $G$ were zero, the lattice vector supplied by Bézout's identity would give $0=2\pi$. Dividing by $\lVert G\rVert$ then yields the stated spacing.

`cubic_spacing` finds $\lVert G\rVert$ from the parallel lattice vector, as above, and compares squares to show that the spacing times $\sqrt{\sum_i n_i^2}$ is $A$. It needs only `n ≠ 0`, so it also covers indices with a common factor, for which some of the planes $G\cdot x=2\pi k$ contain no lattice point.

`lattice_plane_spacing_witness` checks the hypotheses for the non-orthogonal planar basis $a_1=(1,0)$, $a_2=(1,2)$ and the indices $(2,3)$. There $G=(4\pi,\pi)$ and $\lVert G\rVert=\pi\sqrt{17}$, which makes the spacing $2/\sqrt{17}$.
